# Sharpened stockholder weights tend to an equal share among the largest proatoms

## From fractional weights to cells on a grid

To compute atomic populations on a numerical grid, one multiplies the molecular density at each point by the quadrature weight of the point and by an atomic weight, and sums over the points. In a Hirshfeld, or stockholder, partition, the weight of an atom is its share of the promolecular density: the value of its proatom divided by the sum of all proatomic values. If these values are not all equal and are first raised to a high power, the shares shift towards the largest values, and one may want to replace them by a simple comparison that gives the whole point to the atom with the largest proatom. The limit derived here shows that the replacement becomes exact as the power grows without bound, for fixed, positive proatomic values at points where no two atoms tie for the largest value. It also says what happens at a tie.

Fix a point of space and let $r_A>0$ be the value there of the proatom of atom $A$, where $A$ runs over a finite set of atoms. For a natural number $k$, the sharpened weight is

$$w_A(k)=\frac{r_A^k}{\sum_B r_B^k}.$$

At $k=1$ this is the ordinary stockholder weight. At $k=0$ every atom has the same weight, whatever the proatoms are. As shown below, raising $k$ leads from this equal division among all atoms to, in the limit, an equal division among those with the largest value.

## The limit and its consequences

Call an atom a leader if no proatomic value at the point exceeds its own, and let $m$ be the number of leaders. The main result is

$$\lim_{k\to\infty}w_A(k)=\begin{cases}1/m,&A\text{ is a leader},\\0,&\text{otherwise}.\end{cases}$$

In the Lean file the atoms are the elements of a finite type `ι`, and the proatomic values at one point form a function `r : ι → ℝ`. The weight $w_A(k)$ is `sharpWeight r k A`, the set of leaders is `leaders r`, and the right-hand side above is `limitWeight r A`. The theorem `tendsto_sharpWeight` states the limit for every atom, under the single hypothesis `hr` that all values are positive. The exponent is a natural number, and `atTop` means that it grows without bound.

Four further statements complete the picture:

- `sharpWeight_le_ratio_pow` gives $w_A(k)\le(r_A/r_M)^k$ for any two atoms $A$ and $M$. When $r_A<r_M$, this is a geometric bound on the decay of $w_A(k)$.
- `leader_weight_monotone` says that the weight of a leader never decreases as $k$ grows.
- `sharp_iff_no_tie` says that, provided the set of atoms is not empty, each atom's weight tends to 0 or 1 if and only if one proatom strictly exceeds all the others.
- `tendsto_population` carries the limit over to populations on a finite grid `G` without ties. The population of $A$ tends to the sum of the density over the points where $A$ is the leader.

In the last statement `r` depends on the grid point as well, and `ρ` is any real function on the grid. Quadrature weights can be absorbed into it, so that `ρ x` stands for the density at $x$ times the volume element.

## What the hypotheses mean for real proatoms

Positivity holds, for example, for proatomic densities built as sums of decaying exponentials with positive coefficients. It fails for tabulated densities that are set to zero beyond a cutoff radius, and such points need separate treatment.

The no-tie condition `hties` requires a unique largest proatom at every grid point. In a homonuclear diatomic with identical spherical proatoms, the two values agree on the plane perpendicular to the bond through its midpoint, so a grid with points on that plane violates the condition. The pointwise limit still applies there and gives each atom one half.

The proatoms are held fixed while $k$ grows, so schemes that update them self-consistently are not covered. Nor are integrals over continuous space: the population result concerns finite sums.

## Dividing by the largest value

First, the weights sum to one for every $k$. All powers $r_B^k$ are positive, so $S_k=\sum_B r_B^k$ is positive whenever there is at least one atom, and

$$\sum_A w_A(k)=\frac{\sum_A r_A^k}{S_k}=1.$$

For the limit, choose a leader $M$, which exists because the set of atoms is finite and nonempty. Dividing numerator and denominator by $r_M^k$ gives

$$w_A(k)=\frac{(r_A/r_M)^k}{\sum_B(r_B/r_M)^k}.$$

If $B$ is a leader, then $r_B=r_M$ and the ratio power is 1 for every $k$. If $B$ is not a leader, then $r_B<r_M$, for otherwise $r_B$ would be at least as large as every value. In that case $0<r_B/r_M<1$ and the power tends to 0. The denominator is a finite sum, so it tends to the number of leaders $m\ge1$. The numerator tends to 1 or 0 according to whether $A$ is a leader, and the quotient tends to $1/m$ or 0.

The geometric bound follows by keeping a single term of the denominator. Since $S_k\ge r_M^k$ for any atom $M$,

$$w_A(k)=\frac{r_A^k}{S_k}\le\frac{r_A^k}{r_M^k}=\left(\frac{r_A}{r_M}\right)^k.$$

For monotonicity, let $M$ be a leader. After cross-multiplication, the inequality $w_M(k)\le w_M(k+1)$ reads

$$\sum_B r_M^k r_B^{k+1}\le\sum_B r_M^{k+1}r_B^k.$$

It holds term by term, because the two terms for $B$ are $r_M^k r_B^k$ times $r_B$ and $r_M$ respectively, and $r_B\le r_M$.

## Why ties are the only obstruction to sharpness

Suppose that every weight tends to 0 or 1. The weight of a leader $M$ tends to $1/m$, which is not 0, so it must be 1 and $m=1$. Any other atom $B$ is then not a leader, and hence $r_B<r_M$. Conversely, if $M$ strictly dominates all other atoms, it is the only leader, so its weight tends to 1 and all other weights tend to 0.

For the populations, let $\rho_x$ be the density at grid point $x$, including its volume element, and let $w_A(x,k)$ be the weight of $A$ there. Without a tie, $w_A(x,k)$ tends to 1 if $A$ is the leader at $x$ and to 0 otherwise. Limits pass through a finite sum, so

$$\sum_x\rho_x w_A(x,k)\longrightarrow\sum_{x:\,A\text{ leads at }x}\rho_x.$$

## Three atoms with a tie, and the case of one atom

Take three atoms with proatomic values $0.2$, $0.2$ and $0.1$ in some fixed unit. Dividing by $0.1$ gives the ratios $2:2:1$, so the weights are

$$\frac{2^k}{2^{k+1}+1},\qquad\frac{2^k}{2^{k+1}+1},\qquad\frac1{2^{k+1}+1}.$$

| $k$ | first atom | second atom | third atom |
|---|---|---|---|
| 0 | $1/3$ | $1/3$ | $1/3$ |
| 1 | $2/5$ | $2/5$ | $1/5$ |
| 2 | $4/9$ | $4/9$ | $1/9$ |
| 3 | $8/17$ | $8/17$ | $1/17$ |

The limits are $1/2$, $1/2$ and $0$. The leaders' weights rise at each step, and the third weight at $k=3$ respects the bound $(1/2)^3=1/8$.

A near tie is resolved slowly. For two atoms whose values have the ratio $0.99$, the smaller weight at $k=100$ is still about $0.27$, although its limit is 0.

With a single atom, the weight is 1 for every $k$. That atom is the only leader, and the no-tie condition holds because there is no other atom to compare with.

## The Lean file

```lean
import Mathlib

open Filter Topology
open scoped Classical

namespace SharpenedStockholder

noncomputable section

variable {ι : Type*} [Fintype ι]

/-- The sharpened stockholder weight of atom `A` at a point where the proatoms have
values `r`: the `k`-th power of its value divided by the sum of all `k`-th powers. -/
def sharpWeight (r : ι → ℝ) (k : ℕ) (A : ι) : ℝ := r A ^ k / ∑ B, r B ^ k

/-- The atoms whose proatom attains the largest value at the point. -/
def leaders (r : ι → ℝ) : Finset ι := Finset.univ.filter (fun A => ∀ B, r B ≤ r A)

/-- The weight that shares the point equally among the leading atoms and gives
nothing to the others. -/
def limitWeight (r : ι → ℝ) (A : ι) : ℝ :=
  if A ∈ leaders r then 1 / ((leaders r).card : ℝ) else 0

/-- An atom is a leader exactly when no proatom exceeds its own at the point. -/
theorem mem_leaders {r : ι → ℝ} {A : ι} : A ∈ leaders r ↔ ∀ B, r B ≤ r A := by
  simp [leaders]

/-- For every exponent the sharpened weights of all atoms add up to one. -/
theorem sharpWeight_sum [Nonempty ι] {r : ι → ℝ} (hr : ∀ A, 0 < r A) (k : ℕ) :
    ∑ A, sharpWeight r k A = 1 := by
  have hS : 0 < ∑ B, r B ^ k :=
    Finset.sum_pos (fun B _ => pow_pos (hr B) k) Finset.univ_nonempty
  simp only [sharpWeight]
  rw [← Finset.sum_div, div_self hS.ne']

/-- Powers of the ratio of a proatom to a leading one tend to one for leaders and to
zero for all other atoms. -/
theorem tendsto_ratio_pow {r : ι → ℝ} (hr : ∀ A, 0 < r A) {M : ι}
    (hM : M ∈ leaders r) (B : ι) :
    Tendsto (fun k : ℕ => (r B / r M) ^ k) atTop
      (𝓝 (if B ∈ leaders r then (1 : ℝ) else 0)) := by
  by_cases hB : B ∈ leaders r
  · have h1 : r B / r M = 1 := by
      rw [le_antisymm (mem_leaders.1 hM B) (mem_leaders.1 hB M)]
      exact div_self (hr M).ne'
    rw [if_pos hB]
    simp only [h1, one_pow]
    exact tendsto_const_nhds
  · have hlt : r B < r M := by
      by_contra h
      exact hB (mem_leaders.2 fun C => (mem_leaders.1 hM C).trans (not_lt.1 h))
    rw [if_neg hB]
    exact tendsto_pow_atTop_nhds_zero_of_lt_one
      (div_nonneg (hr B).le (hr M).le) ((div_lt_one (hr M)).2 hlt)

/-- As the exponent grows, the sharpened weight of an atom tends to `1/m` if it is one
of the `m` atoms with the largest proatom value, and to zero otherwise. -/
theorem tendsto_sharpWeight {r : ι → ℝ} (hr : ∀ A, 0 < r A) (A : ι) :
    Tendsto (fun k : ℕ => sharpWeight r k A) atTop (𝓝 (limitWeight r A)) := by
  have : Nonempty ι := ⟨A⟩
  obtain ⟨M, hmax⟩ := Finite.exists_max r
  have hM : M ∈ leaders r := mem_leaders.2 hmax
  -- the rescaled denominator counts the leaders in the limit
  have hsum : Tendsto (fun k : ℕ => ∑ B, (r B / r M) ^ k) atTop
      (𝓝 ((leaders r).card : ℝ)) := by
    have h := tendsto_finsetSum Finset.univ
      (fun B (_ : B ∈ Finset.univ) => tendsto_ratio_pow hr hM B)
    have hs : ∑ B, (if B ∈ leaders r then (1 : ℝ) else 0) = (leaders r).card := by
      simp
    rw [hs] at h
    exact h
  have hcard : ((leaders r).card : ℝ) ≠ 0 :=
    Nat.cast_ne_zero.2 (Finset.card_pos.2 ⟨M, hM⟩).ne'
  have h := (tendsto_ratio_pow hr hM A).div hsum hcard
  have e : limitWeight r A
      = (if A ∈ leaders r then (1 : ℝ) else 0) / ((leaders r).card : ℝ) := by
    unfold limitWeight
    split_ifs <;> simp
  rw [e]
  refine h.congr (fun k => ?_)
  -- the common factor `r M ^ k` cancels
  change (r A / r M) ^ k / ∑ B, (r B / r M) ^ k = r A ^ k / ∑ B, r B ^ k
  simp only [div_pow]
  rw [← Finset.sum_div, div_div_div_cancel_right₀ (pow_ne_zero k (hr M).ne')]

/-- The sharpened weight of atom `A` is at most the `k`-th power of the ratio of its
proatom value to that of any atom `M`. -/
theorem sharpWeight_le_ratio_pow {r : ι → ℝ} (hr : ∀ A, 0 < r A) (k : ℕ) (A M : ι) :
    sharpWeight r k A ≤ (r A / r M) ^ k := by
  rw [sharpWeight, div_pow]
  exact div_le_div_of_nonneg_left (pow_pos (hr A) k).le (pow_pos (hr M) k)
    (Finset.single_le_sum (f := fun B => r B ^ k)
      (fun B _ => (pow_pos (hr B) k).le) (Finset.mem_univ M))

/-- The weight of a leading atom never decreases when the exponent is raised. -/
theorem leader_weight_monotone {r : ι → ℝ} (hr : ∀ A, 0 < r A) {M : ι}
    (hM : M ∈ leaders r) : Monotone (fun k : ℕ => sharpWeight r k M) := by
  have hS : ∀ k : ℕ, 0 < ∑ B, r B ^ k := fun k =>
    Finset.sum_pos (fun B _ => pow_pos (hr B) k) ⟨M, Finset.mem_univ M⟩
  refine monotone_nat_of_le_succ (fun k => ?_)
  change r M ^ k / ∑ B, r B ^ k ≤ r M ^ (k + 1) / ∑ B, r B ^ (k + 1)
  rw [div_le_div_iff₀ (hS k) (hS (k + 1)), Finset.mul_sum, Finset.mul_sum]
  -- compare the cross-multiplied sums atom by atom
  refine Finset.sum_le_sum (fun B _ => ?_)
  calc r M ^ k * r B ^ (k + 1) = (r M ^ k * r B ^ k) * r B := by ring
    _ ≤ (r M ^ k * r B ^ k) * r M :=
        mul_le_mul_of_nonneg_left (mem_leaders.1 hM B)
          (mul_pos (pow_pos (hr M) k) (pow_pos (hr B) k)).le
    _ = r M ^ (k + 1) * r B ^ k := by ring

/-- If one proatom strictly exceeds all others, its atom is the only leader. -/
theorem leaders_eq_singleton {r : ι → ℝ} {M : ι} (h : ∀ B, B ≠ M → r B < r M) :
    leaders r = {M} := by
  ext A
  rw [mem_leaders, Finset.mem_singleton]
  constructor
  · intro hA
    by_contra hne
    exact absurd (hA M) (not_le_of_gt (h A hne))
  · rintro rfl B
    by_cases hB : B = A
    · rw [hB]
    · exact (h B hB).le

/-- Every sharpened weight tends to zero or one exactly when a single proatom strictly
exceeds all others at the point. -/
theorem sharp_iff_no_tie [Nonempty ι] {r : ι → ℝ} (hr : ∀ A, 0 < r A) :
    (∀ A, Tendsto (fun k : ℕ => sharpWeight r k A) atTop (𝓝 0) ∨
      Tendsto (fun k : ℕ => sharpWeight r k A) atTop (𝓝 1)) ↔
    ∃ M, ∀ B, B ≠ M → r B < r M := by
  constructor
  · intro h
    obtain ⟨M, hmax⟩ := Finite.exists_max r
    have hM : M ∈ leaders r := mem_leaders.2 hmax
    have hpos : (0 : ℝ) < (leaders r).card :=
      Nat.cast_pos.2 (Finset.card_pos.2 ⟨M, hM⟩)
    have hlim := tendsto_sharpWeight hr M
    rw [limitWeight, if_pos hM] at hlim
    -- a leader's limit `1/m` is not zero, so it is one and `m = 1`
    have hone : (leaders r).card = 1 := by
      rcases h M with h0 | h1
      · exact absurd (tendsto_nhds_unique hlim h0) (one_div_pos.2 hpos).ne'
      · have e := tendsto_nhds_unique hlim h1
        rw [div_eq_iff hpos.ne', one_mul] at e
        exact_mod_cast e.symm
    refine ⟨M, fun B hB => ?_⟩
    by_contra hlt
    have hBl : B ∈ leaders r :=
      mem_leaders.2 fun C => (hmax C).trans (not_lt.1 hlt)
    exact hB (Finset.card_le_one.1 hone.le B hBl M hM)
  · rintro ⟨M, h⟩ A
    have hlim := tendsto_sharpWeight hr A
    rw [limitWeight, leaders_eq_singleton h] at hlim
    by_cases hA : A = M
    · right
      simpa [hA] using hlim
    · left
      simpa [hA] using hlim

/-- On a finite grid without ties, the sharpened population of an atom tends to the
density summed over the grid points where its proatom is the largest. -/
theorem tendsto_population {G : Type*} [Fintype G] (ρ : G → ℝ) {r : G → ι → ℝ}
    (hr : ∀ x A, 0 < r x A) (hties : ∀ x, ∃ M, ∀ B, B ≠ M → r x B < r x M) (A : ι) :
    Tendsto (fun k : ℕ => ∑ x, ρ x * sharpWeight (r x) k A) atTop
      (𝓝 (∑ x ∈ Finset.univ.filter (fun x => A ∈ leaders (r x)), ρ x)) := by
  rw [Finset.sum_filter]
  refine tendsto_finsetSum _ (fun x _ => ?_)
  obtain ⟨M, hM⟩ := hties x
  have t := (tendsto_sharpWeight (hr x) A).const_mul (ρ x)
  -- without a tie the limiting weight is the indicator of the atom's cell
  have e : ρ x * limitWeight (r x) A = if A ∈ leaders (r x) then ρ x else 0 := by
    have hc : (leaders (r x)).card = 1 := by
      rw [leaders_eq_singleton hM, Finset.card_singleton]
    rw [limitWeight, hc]
    split_ifs <;> simp
  rw [e] at t
  exact t

end

end SharpenedStockholder
```

```lean
#print axioms SharpenedStockholder.tendsto_sharpWeight
#print axioms SharpenedStockholder.leader_weight_monotone
#print axioms SharpenedStockholder.sharp_iff_no_tie
#print axioms SharpenedStockholder.tendsto_population
```

```
'SharpenedStockholder.tendsto_sharpWeight' depends on axioms: [propext, Classical.choice, Quot.sound]
'SharpenedStockholder.leader_weight_monotone' depends on axioms: [propext, Classical.choice, Quot.sound]
'SharpenedStockholder.sharp_iff_no_tie' depends on axioms: [propext, Classical.choice, Quot.sound]
'SharpenedStockholder.tendsto_population' depends on axioms: [propext, Classical.choice, Quot.sound]
```

## How the formal proof follows the derivation

**Ratio powers.** The lemma `mem_leaders` turns membership of the set of leaders into the inequalities $r_B\le r_A$ for all $B$. In `tendsto_ratio_pow`, the proof splits on whether $B$ is a leader. If it is, two such inequalities give $r_B=r_M$ by `le_antisymm`, and the sequence is constantly 1. If it is not, the strict inequality follows by contradiction, and Mathlib's limit for powers of a number in $[0,1)$ finishes the case.

**The main limit.** In `tendsto_sharpWeight`, `Finite.exists_max` supplies the leader $M$. The limits of the individual ratio powers are added with `tendsto_finsetSum`. The limiting sum has a 1 for each leader and a 0 for each other atom, so `simp` identifies it with the number of leaders. This number is nonzero because $M$ is among them, which permits the use of the quotient rule for limits. What remains is to match the quotient with the original definition: `h.congr` reduces this to an identity for each $k$, and the last line cancels the common factor $r_M^k$.

**Bound and monotonicity.** `sharpWeight_le_ratio_pow` compares the full denominator with its single term for $M$ through `Finset.single_le_sum`. In `leader_weight_monotone`, it suffices to compare $k$ with $k+1$. The rewrite with `div_le_div_iff₀` performs the cross-multiplication, and `Finset.sum_le_sum` reduces the claim to one atom $B$. The `calc` block then replaces one factor $r_B$ by $r_M$.

**The equivalence.** In the forward direction of `sharp_iff_no_tie`, the leader's weight has the limit $1/m$ from the main theorem and the limit 0 or 1 from the assumption. Uniqueness of limits, `tendsto_nhds_unique`, rules out 0 and leaves $m=1$. A second atom that failed to lie strictly below $M$ would be another leader, in conflict with this count. The reverse direction uses `leaders_eq_singleton`, which shows that a strictly dominant atom is the only leader, and then reads off the two possible limits.

**Populations.** `tendsto_population` first writes the sum over the cell of $A$, the set of grid points where $A$ is the leader, as a sum over the whole grid, with zeros outside the cell. It then treats one grid point at a time: the main theorem is multiplied by the constant `ρ x`, and the no-tie condition sets the number of leaders to one. The limiting contribution is therefore `ρ x` inside the cell and 0 outside it.
